# A linear stress–strain law is isotropic exactly when it is \(\lambda\,\mathrm{tr}(e)\,I + 2\mu e\)

Let \(L\) be a linear map from real symmetric \(n\times n\) matrices to real \(n\times n\) matrices. Then \(L(QeQ^T) = Q\,L(e)\,Q^T\) for every orthogonal \(Q\) and every symmetric \(e\) if and only if there are real numbers \(\lambda\) and \(\mu\) with

\[
L(e) = \lambda\,\mathrm{tr}(e)\,I + 2\mu\,e \quad\text{for all symmetric } e .
\]

For \(n\ge 2\) the law determines both constants. For \(n=1\) it determines only \(\lambda+2\mu\).

## Strain, stress and a material without preferred directions

The matrix \(e\) is the small-strain tensor at a point. Its diagonal entries are stretches along the coordinate axes, and its off-diagonal entries are shears. The matrix \(L(e)\) is the stress that the strain produces. Linearity means small deformations about a state without residual stress.

Isotropy is a postulate about the material: it has no preferred direction and no handedness, so a rotated or reflected strain produces the stress rotated or reflected in the same way. The Lamé constants then describe the whole response. The shear modulus is \(\mu\), while \(\lambda\) is the normal stress across a unit stretch along one axis when the lengths along the other axes are held fixed.

For a homogeneous, linear and isotropic solid in two or more dimensions, a simulation that imposes one small, nonzero stretch along an axis, holds the transverse lengths fixed and computes the normal stresses along and across it therefore has the complete linear elastic law.

## The statement in Lean's terms

`Strain n` is the space of real matrices with \(e^T=e\), indexed by a finite type `n`. All finite dimensions are covered, including the trivial dimension zero. The law `L` takes values in `Matrix n n ℝ`, so symmetry of the stress is a consequence and not an assumption.

`rotate Q e` is \(QeQ^T\), and `IsIsotropic L` demands equivariance for every `Q` with `Q * Qᵀ = 1`, reflections included. `hookeStress lam mu e` is the two-constant law. The theorem `isotropic_iff_hooke` states the equivalence.

The shear entries are tensor components, so \(L(e)_{ij}=2\mu e_{ij}\) for \(i\ne j\); engineering shear strains are twice as large. The model describes one material point. It places no sign conditions on the constants and leaves out finite strains and elastic stability.

## Derivation by reflections, permutations and principal axes

**No shear stress from a diagonal strain.** Let \(D=\mathrm{diag}(d)\) and \(i\neq j\). Let \(S=\mathrm{diag}(s)\) with \(s_i=-1\) and all other \(s_k=1\). Then \(SDS^T=D\), so isotropy gives \(L(D)=S\,L(D)\,S^T\). The \((i,j)\) entry reads

\[
L(D)_{ij}=s_i\,L(D)_{ij}\,s_j=-L(D)_{ij},
\]

and hence \(L(D)_{ij}=0\).

**At most two independent responses.** For a permutation \(\sigma\), put \(Q_{ab}=\delta_{\sigma(a)\,b}\). This matrix is orthogonal, and \((QMQ^T)_{ab}=M_{\sigma(a)\sigma(b)}\) for every matrix \(M\). In particular \(Q\,\mathrm{diag}(d)\,Q^T=\mathrm{diag}(d\circ\sigma)\), so

\[
L(\mathrm{diag}(d\circ\sigma))_{jj}=L(\mathrm{diag}(d))_{\sigma(j)\sigma(j)} .
\]

Let \(E_i\) be the unit stretch along axis \(i\), and let \(f_{ij}=L(E_i)_{jj}\) be the normal stress it causes along axis \(j\). Taking \(\mathrm{diag}(d)=E_{\sigma(i)}\) gives \(\mathrm{diag}(d\circ\sigma)=E_i\), and therefore \(f_{ij}=f_{\sigma(i)\sigma(j)}\). Permutations carry any index to any other, and any ordered pair of distinct indices to any other such pair. Hence there are constants \(a\) and \(b\) with

\[
f_{ij}=a+b\,\delta_{ij}.
\]

For \(n=1\) there is a single response, and \(a=0\), \(b=f_{11}\) will do.

**Superposition.** Since \(D=\sum_i d_iE_i\), linearity gives

\[
L(D)_{kk}=\sum_i d_i f_{ik}=a\,\mathrm{tr}(D)+b\,d_k .
\]

The off-diagonal entries vanish, so \(L(D)=\lambda\,\mathrm{tr}(D)\,I+2\mu D\) with \(\lambda=a\) and \(\mu=b/2\).

**General strains.** Every symmetric \(e\) can be written as \(e=QDQ^T\) with \(Q\) orthogonal and \(D\) diagonal. Isotropy gives

\[
L(e)=Q\bigl(\lambda\,\mathrm{tr}(D)\,I+2\mu D\bigr)Q^T
=\lambda\,\mathrm{tr}(D)\,I+2\mu e ,
\]

and \(\mathrm{tr}(e)=\mathrm{tr}(Q^TQD)=\mathrm{tr}(D)\).

**Converse.** If \(L\) has the two-constant form, then

\[
L(QeQ^T)=\lambda\,\mathrm{tr}(e)\,I+2\mu\,QeQ^T=Q\,L(e)\,Q^T .
\]

**Consequences.** The stress is symmetric and commutes with the strain, because \(I\) and \(e\) do. For \(n\ge2\), the strain \(E_i\) produces the stress \(\lambda\) along any other axis and \(\lambda+2\mu\) along axis \(i\), which fixes both constants. For \(n=1\), replacing \((\lambda,\mu)\) by \((\lambda+2t,\mu-t)\) changes nothing.

## Laws that escape when a hypothesis is weakened

These examples are verified by direct multiplication and do not appear in the Lean file. They test the hypotheses and are not models of stable solids.

- **Only cubic symmetry.** For \(n\ge2\), let \(L(e)\) be the diagonal part of \(e\). This law is equivariant under permutations and reflections of the axes. It gives no stress for a strain whose only nonzero entries are off the diagonal, which would force \(\mu=0\), yet it gives unequal normal stresses for \(E_i\).
- **No linearity.** The map \(L(e)=e^2\) satisfies the equivariance condition, since \((QeQ^T)^2=Qe^2Q^T\), but for \(n\ge1\) it is not linear in \(e\).
- **No reflections.** For \(n=2\), let \(J=\begin{pmatrix}0&-1\\1&0\end{pmatrix}\) and \(L(e)=\mathrm{tr}(e)\,J\). Every plane rotation commutes with \(J\), so this law respects rotations, although its stress is antisymmetric. In odd dimensions, three included, rotations alone suffice for the theorem: if \(Q\) is orthogonal with determinant \(-1\), then \(-Q\) is a rotation, and \((-Q)M(-Q)^T=QMQ^T\) for every matrix \(M\).

## The Lean file

```lean
import Mathlib

open Matrix

namespace IsotropicElasticity

noncomputable section

variable {n : Type*}

/-- The space of strains: real symmetric matrices. -/
def Strain (n : Type*) : Submodule ℝ (Matrix n n ℝ) where
  carrier := {e | eᵀ = e}
  zero_mem' := by simp
  add_mem' := by
    intro a b ha hb
    simp only [Set.mem_ofPred_eq] at *
    rw [transpose_add, ha, hb]
  smul_mem' := by
    intro c a ha
    simp only [Set.mem_ofPred_eq] at *
    rw [transpose_smul, ha]

variable [Fintype n] [DecidableEq n]

/-- The symmetric matrix `Q e Qᵀ`. For orthogonal `Q` it is the rotated or reflected strain. -/
def rotate (Q : Matrix n n ℝ) (e : Strain n) : Strain n :=
  ⟨Q * (e : Matrix n n ℝ) * Qᵀ, by
    have he : (e : Matrix n n ℝ)ᵀ = e := e.2
    change (Q * (e : Matrix n n ℝ) * Qᵀ)ᵀ = Q * (e : Matrix n n ℝ) * Qᵀ
    rw [transpose_mul, transpose_mul, transpose_transpose, he, Matrix.mul_assoc]⟩

/-- A linear stress-strain law is isotropic if rotating or reflecting the strain
rotates or reflects the stress in the same way. -/
def IsIsotropic (L : Strain n →ₗ[ℝ] Matrix n n ℝ) : Prop :=
  ∀ Q : Matrix n n ℝ, Q * Qᵀ = 1 → ∀ e, L (rotate Q e) = Q * L e * Qᵀ

/-- The stress `lam tr(e) I + 2 mu e` with Lamé constants `lam` and `mu`. -/
def hookeStress (lam mu : ℝ) (e : Matrix n n ℝ) : Matrix n n ℝ :=
  (lam * trace e) • (1 : Matrix n n ℝ) + (2 * mu) • e

/-- The strain with stretches `d i` along the coordinate axes and no shear. -/
def diagStrain : (n → ℝ) →ₗ[ℝ] Strain n where
  toFun d := ⟨diagonal d, diagonal_transpose d⟩
  map_add' a b := Subtype.ext (diagonal_add a b).symm
  map_smul' c a := Subtype.ext (diagonal_smul c a)

/-- In an isotropic law, a strain without shear produces a stress without shear
components in the same frame. -/
theorem no_shear_stress {L : Strain n →ₗ[ℝ] Matrix n n ℝ} (hL : IsIsotropic L)
    (d : n → ℝ) {i j : n} (hij : i ≠ j) : L (diagStrain d) i j = 0 := by
  -- reflect the axis `i`
  let s : n → ℝ := fun k => if k = i then -1 else 1
  have hs : ∀ k, s k * s k = 1 := by
    intro k
    by_cases h : k = i <;> simp [s, h]
  have hQ : diagonal s * (diagonal s)ᵀ = 1 := by
    rw [diagonal_transpose, diagonal_mul_diagonal, ← diagonal_one]
    congr 1
    funext k
    exact hs k
  have hfix : rotate (diagonal s) (diagStrain d) = diagStrain d := by
    apply Subtype.ext
    change diagonal s * diagonal d * (diagonal s)ᵀ = diagonal d
    rw [diagonal_transpose, diagonal_mul_diagonal, diagonal_mul_diagonal]
    congr 1
    funext k
    linear_combination d k * hs k
  have h := congrFun (congrFun (hL _ hQ (diagStrain d)) i) j
  rw [hfix, diagonal_transpose, mul_diagonal, diagonal_mul] at h
  have hi : s i = -1 := by simp [s]
  have hj : s j = 1 := by simp [s, hij.symm]
  rw [hi, hj] at h
  linarith

/-- In an isotropic law, relabelling the axes of a shear-free strain relabels the
normal stresses in the same way. -/
theorem normal_stress_perm {L : Strain n →ₗ[ℝ] Matrix n n ℝ} (hL : IsIsotropic L)
    (d : n → ℝ) (σ : Equiv.Perm n) (j : n) :
    L (diagStrain (d ∘ σ)) j j = L (diagStrain d) (σ j) (σ j) := by
  let Q : Matrix n n ℝ := (1 : Matrix n n ℝ).submatrix σ id
  have hconj : ∀ M : Matrix n n ℝ, Q * M * Qᵀ = M.submatrix σ σ := by
    intro M
    ext a b
    simp [Q, Matrix.mul_apply, Matrix.one_apply]
  have hQ : Q * Qᵀ = 1 := by
    have h := hconj 1
    rwa [Matrix.mul_one, submatrix_one_equiv] at h
  have hrot : rotate Q (diagStrain d) = diagStrain (d ∘ σ) := by
    apply Subtype.ext
    change Q * diagonal d * Qᵀ = diagonal (d ∘ σ)
    rw [hconj, submatrix_diagonal_equiv]
  rw [← hrot, hL Q hQ, hconj, submatrix_apply]

/-- A table of responses `f i j` unchanged by every relabelling of the axes has at most two values:
one shared by all entries with `i = j` and one by all with `i ≠ j`. -/
theorem two_constants (f : n → n → ℝ)
    (hf : ∀ (σ : Equiv.Perm n) i j, f (σ i) (σ j) = f i j) :
    ∃ a b : ℝ, ∀ i j, f i j = a + if i = j then b else 0 := by
  by_cases h : ∃ i j : n, i ≠ j
  · obtain ⟨p, q, hpq⟩ := h
    refine ⟨f p q, f p p - f p q, fun i j => ?_⟩
    by_cases hij : i = j
    · subst hij
      have h1 := hf (Equiv.swap p i) p p
      rw [Equiv.swap_apply_left] at h1
      rw [if_pos rfl, h1]
      ring
    · -- a permutation taking the pair `(p, q)` to `(i, j)`
      have hne : i ≠ Equiv.swap p i q := by
        intro h2
        apply hpq
        apply (Equiv.swap p i).injective
        rw [Equiv.swap_apply_left]
        exact h2
      have h1 := hf (Equiv.swap (Equiv.swap p i q) j * Equiv.swap p i) p q
      rw [Equiv.Perm.mul_apply, Equiv.Perm.mul_apply, Equiv.swap_apply_left p i,
        Equiv.swap_apply_of_ne_of_ne hne hij, Equiv.swap_apply_left] at h1
      rw [if_neg hij, h1, add_zero]
  · have h' : ∀ i j : n, i = j := fun i j => by_contra fun hij => h ⟨i, j, hij⟩
    rcases isEmpty_or_nonempty n with hn | ⟨⟨p⟩⟩
    · exact ⟨0, 0, fun i => hn.elim i⟩
    · exact ⟨0, f p p, fun i j => by rw [h' i p, h' j p]; simp⟩

/-- Every strain is shear-free in a suitable orthonormal frame. -/
theorem principal_axes (e : Strain n) :
    ∃ (Q : Matrix n n ℝ) (d : n → ℝ), Q * Qᵀ = 1 ∧ rotate Q (diagStrain d) = e := by
  have hA : (e : Matrix n n ℝ).IsHermitian := by
    change (e : Matrix n n ℝ)ᴴ = e
    rw [conjTranspose_eq_transpose_of_trivial]
    exact e.2
  refine ⟨hA.eigenvectorUnitary, hA.eigenvalues,
    mem_unitaryGroup_iff.mp hA.eigenvectorUnitary.2, Subtype.ext ?_⟩
  have h := hA.spectral_theorem
  rw [Unitary.conjStarAlgAut_apply] at h
  exact h.symm

/-- A linear stress-strain law is isotropic exactly when it is Hooke's law
`L(e) = lam tr(e) I + 2 mu e` for some real `lam` and `mu`. -/
theorem isotropic_iff_hooke (L : Strain n →ₗ[ℝ] Matrix n n ℝ) :
    IsIsotropic L ↔ ∃ lam mu : ℝ, ∀ e : Strain n, L e = hookeStress lam mu e := by
  constructor
  · intro hL
    -- responses to unit stretches along the axes
    obtain ⟨a, b, hab⟩ := two_constants
      (fun i j => L (diagStrain (fun k => if i = k then 1 else 0)) j j) (by
        intro σ i j
        have h := normal_stress_perm hL (fun k => if σ i = k then 1 else 0) σ j
        have hc : (fun k => if σ i = k then (1 : ℝ) else 0) ∘ σ
            = fun k => if i = k then 1 else 0 := by
          funext k
          simp [σ.injective.eq_iff]
        rw [hc] at h
        exact h.symm)
    -- Hooke's law for shear-free strains, by superposition
    have hdiag : ∀ d : n → ℝ, L (diagStrain d) = hookeStress a (b / 2) (diagonal d) := by
      intro d
      ext k l
      by_cases hkl : k = l
      · subst hkl
        have h := congrFun (congrFun ((L ∘ₗ diagStrain).pi_apply_eq_sum_univ d) k) k
        simp only [LinearMap.comp_apply, Matrix.sum_apply, Matrix.smul_apply,
          smul_eq_mul] at h
        rw [h, Finset.sum_congr rfl fun i _ => congrArg (d i * ·) (hab i k)]
        simp [hookeStress, trace_diagonal, mul_add, Finset.sum_add_distrib,
          ← Finset.sum_mul]
        ring
      · rw [no_shear_stress hL d hkl]
        simp [hookeStress, hkl]
    refine ⟨a, b / 2, fun e => ?_⟩
    -- pass to principal axes and back
    obtain ⟨Q, d, hQ, rfl⟩ := principal_axes e
    have hQ' : Qᵀ * Q = 1 := mul_eq_one_comm.mp hQ
    rw [hL Q hQ, hdiag]
    change _ = hookeStress a (b / 2) (Q * diagonal d * Qᵀ)
    unfold hookeStress
    rw [trace_mul_cycle Q (diagonal d) Qᵀ, hQ', Matrix.one_mul]
    simp [Matrix.mul_add, Matrix.add_mul, hQ]
  · rintro ⟨lam, mu, h⟩ Q hQ e
    have hQ' : Qᵀ * Q = 1 := mul_eq_one_comm.mp hQ
    rw [h, h]
    change hookeStress lam mu (Q * (e : Matrix n n ℝ) * Qᵀ) = _
    unfold hookeStress
    rw [trace_mul_cycle Q (e : Matrix n n ℝ) Qᵀ, hQ', Matrix.one_mul]
    simp [Matrix.mul_add, Matrix.add_mul, hQ]

/-- In an isotropic linear law the stress is symmetric and commutes with the strain. -/
theorem stress_symmetric_and_coaxial {L : Strain n →ₗ[ℝ] Matrix n n ℝ}
    (hL : IsIsotropic L) (e : Strain n) :
    (L e)ᵀ = L e ∧ L e * (e : Matrix n n ℝ) = (e : Matrix n n ℝ) * L e := by
  obtain ⟨lam, mu, h⟩ := (isotropic_iff_hooke L).mp hL
  have he : (e : Matrix n n ℝ)ᵀ = e := e.2
  rw [h]
  constructor
  · simp [hookeStress, he]
  · simp [hookeStress, Matrix.mul_add, Matrix.add_mul]

/-- In dimension two or more, the stress-strain law determines both Lamé constants. -/
theorem lame_unique [Nontrivial n] {lam mu lam' mu' : ℝ}
    (h : ∀ e : Strain n, hookeStress lam mu (e : Matrix n n ℝ) = hookeStress lam' mu' e) :
    lam = lam' ∧ mu = mu' := by
  obtain ⟨i, j, hij⟩ := exists_pair_ne n
  -- stretch along `i`, read the normal stresses along `j` and `i`
  have h0 : hookeStress lam mu (diagonal fun k => if i = k then (1 : ℝ) else 0)
      = hookeStress lam' mu' (diagonal fun k => if i = k then (1 : ℝ) else 0) :=
    h (diagStrain fun k => if i = k then 1 else 0)
  have hj := congrFun (congrFun h0 j) j
  have hi := congrFun (congrFun h0 i) i
  simp [hookeStress, trace_diagonal, hij] at hj
  simp [hookeStress, trace_diagonal] at hi
  constructor <;> linarith

/-- In dimension one, changing `lam` by `2 t` and `mu` by `-t` leaves the stress
unchanged. -/
theorem lame_not_unique_dim_one (lam mu t : ℝ) (e : Matrix (Fin 1) (Fin 1) ℝ) :
    hookeStress (lam + 2 * t) (mu - t) e = hookeStress lam mu e := by
  ext i j
  obtain rfl : i = 0 := Subsingleton.elim _ _
  obtain rfl : j = 0 := Subsingleton.elim _ _
  simp only [hookeStress, trace_fin_one, Matrix.add_apply, Matrix.smul_apply,
    Matrix.one_apply_eq, smul_eq_mul]
  ring

end

end IsotropicElasticity
```

```lean
#print axioms IsotropicElasticity.isotropic_iff_hooke
#print axioms IsotropicElasticity.stress_symmetric_and_coaxial
#print axioms IsotropicElasticity.lame_unique
#print axioms IsotropicElasticity.lame_not_unique_dim_one
```

```
'IsotropicElasticity.isotropic_iff_hooke' depends on axioms: [propext, Classical.choice, Quot.sound]
'IsotropicElasticity.stress_symmetric_and_coaxial' depends on axioms: [propext, Classical.choice, Quot.sound]
'IsotropicElasticity.lame_unique' depends on axioms: [propext, Classical.choice, Quot.sound]
'IsotropicElasticity.lame_not_unique_dim_one' depends on axioms: [propext, Classical.choice, Quot.sound]
```

## How the Lean proof follows the derivation

`no_shear_stress` is the reflection argument. Its step `hfix` says that the reflected diagonal strain is the same strain. The \((i,j)\) entry of the isotropy equation then becomes \(x=-x\), which `linarith` resolves.

`normal_stress_perm` builds the permutation matrix as a relabelled identity. The step `hconj` computes \(QMQ^T\) for every \(M\), and it serves for orthogonality, for the strain and for the stress.

`two_constants` concerns only a table of numbers invariant under relabelling. To carry \((p,q)\) to \((i,j)\) with \(i\neq j\), it first swaps \(p\) with \(i\), then swaps the image of \(q\) with \(j\). The second swap leaves \(i\) in place because \(i\) differs from both indices being swapped; `hne` supplies one of these inequalities. Index types with at most one element are treated separately.

`principal_axes` takes the orthogonal diagonalisation from Mathlib's spectral theorem for Hermitian matrices. Over the reals, the conjugate transpose is the transpose.

In `isotropic_iff_hooke`, the forward direction applies `two_constants` to the table \(f_{ij}\). The step `hdiag` proves the law for diagonal strains: `pi_apply_eq_sum_univ` expands \(L(D)\) over unit stretches, and `no_shear_stress` handles the off-diagonal entries. The proof then replaces \(e\) by \(QDQ^T\) and uses `trace_mul_cycle` for the invariance of the trace. The converse uses the same trace identity.

`stress_symmetric_and_coaxial` reads symmetry and commutation off the two-constant form. `lame_unique` assumes `Nontrivial n`, meaning at least two axes, and compares the stresses across and along one stretch. `lame_not_unique_dim_one` reduces the one-dimensional identity to its single entry, where `ring` finishes it.
